# An error bound of order $c^2t^2/N$ for the averaged qDRIFT evolution with bounded generators and contractive exponentials

## Generators, weights and the averaged step

Let $A$ be a real normed algebra with unit, not necessarily commutative, and let $j$ run over a finite index set $\iota$. The elements of $A$ are generators and evolution maps, and the product is composition. Completeness of $A$, which makes it a Banach algebra, is assumed in each theorem that uses the exponential series.

The main physical example is the algebra of superoperators on a finite-dimensional system, with the norm induced by the trace norm. Take $\hbar=1$ and a Hamiltonian $H=\sum_j h_jH_j$ with $h_j\ge 0$, signs being absorbed into $H_j$, where each $H_j$ is Hermitian with operator norm $\|H_j\|\le 1$. With $\lambda=\sum_j h_j>0$, set

$$p_j=\frac{h_j}{\lambda},\qquad L_j(\rho)=-i\lambda[H_j,\rho].$$

Then $\sum_j p_jL_j$ generates the evolution under $H$, the norms satisfy $\|L_j\|\le c=2\lambda$, and the exponentials are unitary conjugations, which have norm one. The theorems take such norm bounds as hypotheses, in any real Banach algebra.

```lean
import Mathlib

open NormedSpace

namespace QDriftBanach

noncomputable section

variable {A ι : Type*} [NormedRing A] [NormedAlgebra ℝ A] [Fintype ι]
```

The target generator is the weighted mean

$$L=\sum_j p_jL_j .$$

In Lean, `p : ι → ℝ` is the list of weights and `L : ι → A` the list of generators $L_j$; the mean $L$ is `meanGenerator p L`. The definition accepts any real weights. The theorems that need probabilities assume $p_j\ge 0$ and $\sum_jp_j=1$ through `hp` and `hp1`.

```lean
/-- The generator `L = ∑ p_j L_j` of the target evolution. -/
def meanGenerator (p : ι → ℝ) (L : ι → A) : A := ∑ j, p j • L j
```

One qDRIFT step draws an index $j$ with probability $p_j$ and evolves with $L_j$ alone for a duration $s$. Averaged over the draw, the step is

$$E_s=\sum_j p_j\,e^{sL_j}.$$

```lean
/-- One qDRIFT step of duration `s`: the average of `exp (s L_j)` with weights `p_j`. -/
def qdriftStep (p : ι → ℝ) (L : ι → A) (s : ℝ) : A := ∑ j, p j • exp (s • L j)
```

## Independent draws and powers of the average

Write $U_j$ for the map applied when $j$ is drawn. A sequence of $N$ draws is a function $f$ from $\{0,\dots,N-1\}$ to $\iota$, with probability $\prod_k p_{f(k)}$. Expanding the power without changing the order of the factors gives

$$\Big(\sum_jp_jU_j\Big)^N=\sum_f\Big(\prod_{k=0}^{N-1}p_{f(k)}\Big)U_{f(0)}\cdots U_{f(N-1)} .$$

As a composition, the rightmost factor acts first. The draws are independent and have the same weights, so numbering them in the opposite order gives the same average. With $U_j=e^{sL_j}$, the right side is the average evolution of the randomised algorithm, so $E_s^N$ is the object to compare with the exact evolution. The estimates below concern this average and not a single sampled sequence.

The proof is an induction on $N$ that splits off the first draw. `List.ofFn` keeps the factors in order, as a noncommutative product requires.

```lean
/-- The `N`-th power of an averaged step is the average, over all sequences of `N` independent
draws, of the product of the drawn steps. -/
theorem average_over_sequences (p : ι → ℝ) (U : ι → A) (N : ℕ) :
    ∑ f : Fin N → ι, (∏ k, p (f k)) • (List.ofFn fun k => U (f k)).prod
      = (∑ j, p j • U j) ^ N := by
  induction N with
  | zero => simp
  | succ n ih =>
    -- split off the first draw
    rw [← (Fin.consEquiv (fun _ : Fin (n + 1) => ι)).sum_comp, Fintype.sum_prod_type,
      pow_succ', ← ih, Finset.sum_mul_sum]
    refine Finset.sum_congr rfl fun j _ => Finset.sum_congr rfl fun f _ => ?_
    simp [Fin.consEquiv, Fin.prod_univ_succ, List.ofFn_succ, smul_smul, mul_comm]
```

Averaging cannot increase a common norm bound. If $\|X_j\|\le B$ for all $j$, then

$$\Big\|\sum_jp_jX_j\Big\|\le\sum_jp_j\|X_j\|\le B\sum_jp_j=B .$$

This is where the number of terms disappears from the estimate.

```lean
/-- A probabilistic mixture of elements of norm at most `B` has norm at most `B`. -/
theorem norm_mixture_le {p : ι → ℝ} (hp : ∀ j, 0 ≤ p j) (hp1 : ∑ j, p j = 1)
    {X : ι → A} {B : ℝ} (hX : ∀ j, ‖X j‖ ≤ B) : ‖∑ j, p j • X j‖ ≤ B := by
  calc ‖∑ j, p j • X j‖ ≤ ∑ j, p j * B := by
        refine norm_sum_le_of_le _ fun j _ => ?_
        rw [norm_smul, Real.norm_of_nonneg (hp j)]
        exact mul_le_mul_of_nonneg_left (hX j) (hp j)
    _ = B := by rw [← Finset.sum_mul, hp1, one_mul]
```

## The second-order remainder

Let $\|x\|\le r$. Removing the constant and linear terms from the exponential series leaves

$$e^x-1-x=\sum_{n=0}^\infty\frac{x^{n+2}}{(n+2)!}.$$

Since $(n+2)!=(n+2)(n+1)\,n!\ge 2\,n!$,

$$\|e^x-1-x\|\le\sum_{n=0}^\infty\frac{r^{n+2}}{2\,n!}=\frac{r^2}{2}e^r .$$

In the proof, `hasSum_nat_add_iff' 2` removes the two leading terms, `hfac` is the factorial inequality, and `tsum_of_norm_bounded` compares the remaining series with the real one term by term.

```lean
/-- The error of replacing `exp x` by `1 + x` is at most `r² / 2 * exp r` when `‖x‖ ≤ r`. -/
theorem norm_exp_sub_linear_le [CompleteSpace A] {x : A} {r : ℝ} (hx : ‖x‖ ≤ r) :
    ‖exp x - 1 - x‖ ≤ r ^ 2 / 2 * Real.exp r := by
  have hr : 0 ≤ r := (norm_nonneg x).trans hx
  have h : HasSum (fun n : ℕ => ((n.factorial : ℝ)⁻¹) • x ^ n) (exp x) :=
    exp_series_hasSum_exp' (𝕂 := ℝ) x
  have hR : HasSum (fun n : ℕ => ((n.factorial : ℝ)⁻¹) * r ^ n) (Real.exp r) := by
    rw [Real.exp_eq_exp_ℝ]
    exact exp_series_hasSum_exp' (𝕂 := ℝ) r
  -- drop the first two terms of the series
  have h2 := (hasSum_nat_add_iff' 2).mpr h
  have e : exp x - ∑ i ∈ Finset.range 2, ((i.factorial : ℝ)⁻¹) • x ^ i = exp x - 1 - x := by
    simp [Finset.sum_range_succ, sub_sub]
  rw [e] at h2
  rw [← h2.tsum_eq]
  refine tsum_of_norm_bounded (hR.mul_left (r ^ 2 / 2)) fun n => ?_
  have hF : (0 : ℝ) < n.factorial := by exact_mod_cast n.factorial_pos
  have hfac : 2 * (n.factorial : ℝ) ≤ ((n + 2).factorial : ℝ) := by
    have e2 : (n + 2).factorial = (n + 2) * ((n + 1) * n.factorial) := rfl
    rw [e2]
    push_cast
    have h1 : 0 ≤ (n : ℝ) * n.factorial := by positivity
    have h3 : 0 ≤ (n : ℝ) ^ 2 * n.factorial := by positivity
    nlinarith
  have hpow : ‖x ^ (n + 2)‖ ≤ r ^ (n + 2) :=
    (norm_pow_le' x (by omega)).trans (pow_le_pow_left₀ (norm_nonneg x) hx _)
  rw [norm_smul, Real.norm_of_nonneg (by positivity)]
  calc ((n + 2).factorial : ℝ)⁻¹ * ‖x ^ (n + 2)‖
      ≤ (2 * (n.factorial : ℝ))⁻¹ * r ^ (n + 2) := by gcongr
    _ = r ^ 2 / 2 * ((n.factorial : ℝ)⁻¹ * r ^ n) := by rw [mul_inv]; ring
```

## Cancellation in one step

Because the weights sum to one, the constant and linear terms of the average agree with those of the exact evolution:

$$\sum_jp_j\big(e^{sL_j}-1-sL_j\big)=E_s-1-sL .$$

Subtracting this from the exact remainder gives

$$e^{sL}-E_s=\big(e^{sL}-1-sL\big)-\big(E_s-1-sL\big).$$

For $s\ge 0$ and $\|L_j\|\le c$, each $sL_j$ has norm at most $cs$, and so does $sL$ by the mixture bound. The first bracket is therefore at most $\tfrac12c^2s^2e^{cs}$. The second is a mixture of remainders with that same bound. Hence

$$\|e^{sL}-E_s\|\le c^2s^2e^{cs}.$$

The facts `h1` and `h2` bound the two brackets, `e` is the cancellation identity, and `h3` is the triangle inequality. No contraction property is needed yet.

```lean
/-- One averaged qDRIFT step of duration `s` differs from the exact evolution by at most
`c² s² exp (c s)`. -/
theorem qdrift_one_step [CompleteSpace A] {p : ι → ℝ} (hp : ∀ j, 0 ≤ p j)
    (hp1 : ∑ j, p j = 1) {L : ι → A} {c s : ℝ} (hL : ∀ j, ‖L j‖ ≤ c) (hs : 0 ≤ s) :
    ‖exp (s • meanGenerator p L) - qdriftStep p L s‖ ≤ c ^ 2 * s ^ 2 * Real.exp (c * s) := by
  have hb : ∀ x : A, ‖x‖ ≤ c → ‖s • x‖ ≤ c * s := fun x hx => by
    rw [norm_smul, Real.norm_of_nonneg hs, mul_comm]
    exact mul_le_mul_of_nonneg_right hx hs
  -- the constant and linear terms of the average are those of the exact evolution
  have e : ∑ j, p j • (exp (s • L j) - 1 - s • L j)
      = qdriftStep p L s - 1 - s • meanGenerator p L := by
    simp only [qdriftStep, meanGenerator, smul_sub, Finset.sum_sub_distrib, ← Finset.sum_smul,
      hp1, one_smul, Finset.smul_sum, smul_comm s]
  have h1 := norm_exp_sub_linear_le (hb _ (norm_mixture_le hp hp1 hL))
  have h2 := norm_mixture_le hp hp1 fun j => norm_exp_sub_linear_le (hb _ (hL j))
  rw [e] at h2
  change ‖exp (s • meanGenerator p L) - 1 - s • meanGenerator p L‖ ≤ _ at h1
  have h3 := norm_sub_le (exp (s • meanGenerator p L) - 1 - s • meanGenerator p L)
    (qdriftStep p L s - 1 - s • meanGenerator p L)
  rw [sub_sub_sub_cancel_right, sub_sub_sub_cancel_right] at h3
  linarith
```

## Linear accumulation over many steps

Let $X$ and $Y$ have norm at most one. Keeping the order of the factors,

$$X^{n+1}-Y^{n+1}=X^n(X-Y)+(X^n-Y^n)Y .$$

The first term has norm at most $\|X-Y\|$, and the second at most $\|X^n-Y^n\|$. Each step thus adds at most one copy of the one-step distance, and induction gives

$$\|X^N-Y^N\|\le N\|X-Y\| .$$

The auxiliary statement `hD` bounds the first term. It multiplies by one factor of $X$ at a time, so the norm of the unit never enters.

```lean
omit [NormedAlgebra ℝ A] in
/-- For two contractions the distance between `N`-th powers is at most `N` times the distance
between single steps. -/
theorem norm_pow_sub_pow_le {X Y : A} (hX : ‖X‖ ≤ 1) (hY : ‖Y‖ ≤ 1) (N : ℕ) :
    ‖X ^ N - Y ^ N‖ ≤ N * ‖X - Y‖ := by
  have hD : ∀ n : ℕ, ‖X ^ n * (X - Y)‖ ≤ ‖X - Y‖ := fun n => by
    induction n with
    | zero => simp
    | succ n ih =>
      rw [pow_succ', mul_assoc]
      exact (norm_mul_le _ _).trans
        ((mul_le_of_le_one_left (norm_nonneg _) hX).trans ih)
  induction N with
  | zero => simp
  | succ n ih =>
    have e : X ^ (n + 1) - Y ^ (n + 1) = X ^ n * (X - Y) + (X ^ n - Y ^ n) * Y := by
      rw [pow_succ, pow_succ]; noncomm_ring
    have h := (norm_mul_le (X ^ n - Y ^ n) Y).trans
      (mul_le_of_le_one_right (norm_nonneg _) hY)
    rw [e]
    push_cast
    linarith [norm_add_le (X ^ n * (X - Y)) ((X ^ n - Y ^ n) * Y), hD n]
```

Now take $X=e^{sL}$ and $Y=E_s$. The hypothesis `hexact` says that the exact step is a contraction; `hterm` says the same of each $e^{sL_j}$, and the mixture bound passes this on to $E_s$. Physically, a contraction does not magnify an error already made. The result is

$$\|(e^{sL})^N-E_s^N\|\le N c^2s^2e^{cs}.$$

Without the contraction hypotheses this bound can fail. Take $A=\mathbb R$, two generators $L_0=1$ and $L_1=0$ with equal probabilities, and $c=s=1$. The difference of the $N$-th powers is

$$\Big(\frac{1+e}{2}\Big)^N-e^{N/2}.$$

For $N=6$ this is about $21.2$, while $Nc^2s^2e^{cs}=6e$ is about $16.3$. Here the evolution amplifies, and the error grows exponentially with $N$.

```lean
/-- If the exponentials are contractions, `N` qDRIFT steps of duration `s` differ from `N` exact
steps by at most `N c² s² exp (c s)`. -/
theorem qdrift_N_steps [CompleteSpace A] {p : ι → ℝ} (hp : ∀ j, 0 ≤ p j)
    (hp1 : ∑ j, p j = 1) {L : ι → A} {c s : ℝ} (hL : ∀ j, ‖L j‖ ≤ c) (hs : 0 ≤ s)
    (hexact : ‖exp (s • meanGenerator p L)‖ ≤ 1) (hterm : ∀ j, ‖exp (s • L j)‖ ≤ 1) (N : ℕ) :
    ‖exp (s • meanGenerator p L) ^ N - qdriftStep p L s ^ N‖
      ≤ N * (c ^ 2 * s ^ 2 * Real.exp (c * s)) :=
  (norm_pow_sub_pow_le hexact (norm_mixture_le hp hp1 hterm) N).trans
    (mul_le_mul_of_nonneg_left (qdrift_one_step hp hp1 hL hs) N.cast_nonneg)
```

## Fixed total time

For total time $t\ge 0$ and $N\ne 0$ steps, put $s=t/N$. The exact evolution factorises as $e^{tL}=(e^{(t/N)L})^N$, because the multiples of one generator commute. The previous bound becomes

$$\|e^{tL}-E_{t/N}^N\|\le N c^2\frac{t^2}{N^2}e^{ct/N}=\frac{c^2t^2}{N}e^{ct/N}.$$

The contraction hypotheses are required only at the duration $t/N$. In Lean, `exp_nsmul` supplies the factorisation and `field_simp` the final algebra.

For finite-dimensional electronic-structure Hamiltonians with many terms, this bounds the error of the averaged evolution through $\lambda$ and not through the number of terms. Adding terms can still raise the cost by raising $\lambda$, and hence $c$.

```lean
/-- Evolution for a total time `t` in `N` qDRIFT steps has error at most
`c² t² / N * exp (c t / N)` when the exponentials of one step are contractions. -/
theorem qdrift_total_time [CompleteSpace A] {p : ι → ℝ} (hp : ∀ j, 0 ≤ p j)
    (hp1 : ∑ j, p j = 1) {L : ι → A} {c t : ℝ} (hL : ∀ j, ‖L j‖ ≤ c) (ht : 0 ≤ t)
    {N : ℕ} (hN : N ≠ 0) (hexact : ‖exp ((t / N) • meanGenerator p L)‖ ≤ 1)
    (hterm : ∀ j, ‖exp ((t / N) • L j)‖ ≤ 1) :
    ‖exp (t • meanGenerator p L) - qdriftStep p L (t / N) ^ N‖
      ≤ c ^ 2 * t ^ 2 / N * Real.exp (c * (t / N)) := by
  have hN' : (N : ℝ) ≠ 0 := Nat.cast_ne_zero.mpr hN
  let : NormedAlgebra ℚ A := NormedAlgebra.restrictScalars ℚ ℝ A
  have e : exp (t • meanGenerator p L) = exp ((t / N) • meanGenerator p L) ^ N := by
    rw [← exp_nsmul, ← Nat.cast_smul_eq_nsmul ℝ, smul_smul, mul_div_cancel₀ t hN']
  rw [e]
  refine (qdrift_N_steps hp hp1 hL (by positivity) hexact hterm N).trans (le_of_eq ?_)
  generalize Real.exp (c * (t / N)) = E
  field_simp
```

## Jump generators as a contractive class

For one family of generators the contraction property is derived. Let $\|\Phi\|\le 1$ and consider the generator $\Phi-1$. When $\Phi$ is a quantum channel, this describes events that apply $\Phi$ at random times with unit rate. The unit commutes with $\Phi$, so

$$e^{s(\Phi-1)}=e^{-s}e^{s\Phi},\qquad \|e^{s(\Phi-1)}\|\le e^{-s}e^{s}=1\quad(s\ge 0).$$

The additional assumption `NormOneClass A` says $\|1\|=1$. In the proof, `h1` evaluates the scalar damping factor, `h2` bounds $e^{s\Phi}$ by its series, and `exp_add_of_commute` separates the two.

```lean
/-- A jump generator `Φ - 1` with `‖Φ‖ ≤ 1` generates contractions at all times `s ≥ 0`. -/
theorem norm_exp_jump_le_one [CompleteSpace A] [NormOneClass A] {Φ : A} (hΦ : ‖Φ‖ ≤ 1)
    {s : ℝ} (hs : 0 ≤ s) : ‖exp (s • (Φ - 1))‖ ≤ 1 := by
  let : NormedAlgebra ℚ A := NormedAlgebra.restrictScalars ℚ ℝ A
  have hR : ∀ r : ℝ, HasSum (fun n : ℕ => ((n.factorial : ℝ)⁻¹) * r ^ n) (Real.exp r) :=
    fun r => by
      rw [Real.exp_eq_exp_ℝ]
      exact exp_series_hasSum_exp' (𝕂 := ℝ) r
  have hA : ∀ x : A, HasSum (fun n : ℕ => ((n.factorial : ℝ)⁻¹) • x ^ n) (exp x) :=
    fun x => exp_series_hasSum_exp' (𝕂 := ℝ) x
  -- the part `-s` of the generator is a scalar damping factor
  have h1 : exp ((-s) • (1 : A)) = Real.exp (-s) • (1 : A) := by
    refine (hA _).unique ?_
    have h := (hR (-s)).smul_const (1 : A)
    simpa only [smul_pow, one_pow, smul_smul] using h
  have h2 : ‖exp (s • Φ)‖ ≤ Real.exp s := by
    rw [← (hA (s • Φ)).tsum_eq]
    refine tsum_of_norm_bounded (hR s) fun n => ?_
    have hx : ‖s • Φ‖ ≤ s := by
      rw [norm_smul, Real.norm_of_nonneg hs]
      exact mul_le_of_le_one_right hs hΦ
    rw [norm_smul, Real.norm_of_nonneg (by positivity)]
    exact mul_le_mul_of_nonneg_left
      ((norm_pow_le _ n).trans (pow_le_pow_left₀ (norm_nonneg _) hx n)) (by positivity)
  have e : s • (Φ - 1) = s • Φ + (-s) • (1 : A) := by module
  rw [e, exp_add_of_commute ((Commute.one_right (s • Φ)).smul_right (-s)), h1,
    mul_smul_comm, mul_one, norm_smul, Real.norm_of_nonneg (Real.exp_pos _).le]
  calc Real.exp (-s) * ‖exp (s • Φ)‖ ≤ Real.exp (-s) * Real.exp s := by gcongr
    _ = 1 := by rw [← Real.exp_add]; simp
```

For several maps with $\|\Phi_j\|\le 1$, set $L_j=\Phi_j-1$. Then $\|L_j\|\le\|\Phi_j\|+\|1\|\le 2$, so $c=2$. The mean generator has the same form,

$$L=\sum_jp_j\Phi_j-1,$$

and the mixture $\sum_jp_j\Phi_j$ again has norm at most one. Both contraction hypotheses therefore follow, and

$$\|e^{tL}-E_{t/N}^N\|\le\frac{4t^2}{N}e^{2t/N}.$$

Time is measured here in units of the inverse total jump rate.

```lean
/-- For jump generators `Φ_j - 1` with `‖Φ_j‖ ≤ 1`, `N` qDRIFT steps reach time `t` with error at
most `4 t² / N * exp (2 t / N)`. -/
theorem qdrift_jump_generators [CompleteSpace A] [NormOneClass A] {p : ι → ℝ}
    (hp : ∀ j, 0 ≤ p j) (hp1 : ∑ j, p j = 1) {Φ : ι → A} (hΦ : ∀ j, ‖Φ j‖ ≤ 1)
    {t : ℝ} (ht : 0 ≤ t) {N : ℕ} (hN : N ≠ 0) :
    ‖exp (t • meanGenerator p fun j => Φ j - 1) - qdriftStep p (fun j => Φ j - 1) (t / N) ^ N‖
      ≤ 4 * t ^ 2 / N * Real.exp (2 * (t / N)) := by
  have hs : 0 ≤ t / N := by positivity
  have hL : ∀ j, ‖Φ j - 1‖ ≤ 2 := fun j => by
    have h := norm_sub_le (Φ j) 1
    rw [norm_one] at h
    linarith [hΦ j]
  -- the mean generator is again a jump generator
  have e : meanGenerator p (fun j => Φ j - 1) = (∑ j, p j • Φ j) - 1 := by
    simp only [meanGenerator, smul_sub, Finset.sum_sub_distrib, ← Finset.sum_smul, hp1, one_smul]
  have h := qdrift_total_time hp hp1 hL ht hN
    (by rw [e]; exact norm_exp_jump_le_one (norm_mixture_le hp hp1 hΦ) hs)
    (fun j => norm_exp_jump_le_one (hΦ j) hs)
  norm_num at h ⊢
  exact h
```

## A sufficient number of steps

Return to general generators with contractive exponentials, and let $\varepsilon$ be the target accuracy. If $N\ge ct$, the exponential factor is at most $e$. If also $N\varepsilon\ge e\,c^2t^2$, then

$$\frac{c^2t^2}{N}e^{ct/N}\le\frac{e\,c^2t^2}{N}\le\varepsilon .$$

For $\varepsilon>0$, any positive integer $N\ge\max(ct,\;e\,c^2t^2/\varepsilon)$ is thus sufficient, provided the exponentials at duration $t/N$ are contractions. The theorem does not say that so many steps are necessary. Its hypotheses `hct` and `hε` are the two conditions on $N$, and the `calc` block follows the displayed chain.

```lean
/-- With contractive exponentials, accuracy `ε` at time `t` is reached once the number of steps
`N` satisfies `c t ≤ N` and `exp 1 * c² t² ≤ N ε`. -/
theorem qdrift_step_count [CompleteSpace A] {p : ι → ℝ} (hp : ∀ j, 0 ≤ p j)
    (hp1 : ∑ j, p j = 1) {L : ι → A} {c t ε : ℝ} (hL : ∀ j, ‖L j‖ ≤ c) (ht : 0 ≤ t)
    {N : ℕ} (hN : N ≠ 0) (hexact : ‖exp ((t / N) • meanGenerator p L)‖ ≤ 1)
    (hterm : ∀ j, ‖exp ((t / N) • L j)‖ ≤ 1)
    (hct : c * t ≤ N) (hε : Real.exp 1 * (c ^ 2 * t ^ 2) ≤ N * ε) :
    ‖exp (t • meanGenerator p L) - qdriftStep p L (t / N) ^ N‖ ≤ ε := by
  have hN' : (0 : ℝ) < N := by exact_mod_cast Nat.pos_of_ne_zero hN
  have h1 : c * (t / N) ≤ 1 := by
    rw [← mul_div_assoc, div_le_iff₀ hN', one_mul]
    exact hct
  refine (qdrift_total_time hp hp1 hL ht hN hexact hterm).trans ?_
  calc c ^ 2 * t ^ 2 / N * Real.exp (c * (t / N))
      ≤ c ^ 2 * t ^ 2 / N * Real.exp 1 :=
        mul_le_mul_of_nonneg_left (Real.exp_le_exp.mpr h1) (by positivity)
    _ = Real.exp 1 * (c ^ 2 * t ^ 2) / N := by ring
    _ ≤ ε := by
        rw [div_le_iff₀ hN']
        linarith

end

end QDriftBanach
```

```lean
#print axioms QDriftBanach.average_over_sequences
#print axioms QDriftBanach.qdrift_jump_generators
#print axioms QDriftBanach.qdrift_step_count
```

```
'QDriftBanach.average_over_sequences' depends on axioms: [propext, Classical.choice, Quot.sound]
'QDriftBanach.qdrift_jump_generators' depends on axioms: [propext, Classical.choice, Quot.sound]
'QDriftBanach.qdrift_step_count' depends on axioms: [propext, Classical.choice, Quot.sound]
```
